# The Periodic Three-Point Laplacian: Hermiticity, Energy Bounds and Constant Kernel

On a ring of n ≥ 1 sites with spacing h > 0, let u assign a complex number u_j to each site j, with indices taken modulo n. The Laplacian

(Lu)_j = (u_{j+1} − 2u_j + u_{j−1}) / h²

is Hermitian for the inner product ⟨u, v⟩ = Σ_j conj(u_j) v_j. With ‖u‖² = ⟨u, u⟩, it satisfies

0 ≤ ⟨u, −Lu⟩ ≤ 4‖u‖²/h²,

and Lu = 0 exactly when u is constant. For a single free particle of mass m on this one-dimensional grid, the kinetic energy −(ħ²/2m)L therefore has expectation values between 0 and 2ħ²/(mh²) in normalised states.

## From neighbour differences to the bounds

Write the stencil as a difference of differences:

−h²(Lv)_j = (v_j − v_{j−1}) − (v_{j+1} − v_j).

Multiply by conj(u_j) and sum. Shifting the index by one in the first sum turns it into Σ_j conj(u_{j+1})(v_{j+1} − v_j), so

⟨u, −Lv⟩ = (1/h²) Σ_j conj(u_{j+1} − u_j)(v_{j+1} − v_j).

Exchanging u and v conjugates the right side. Hence ⟨u, −Lv⟩ = conj⟨v, −Lu⟩ = ⟨−Lu, v⟩, which is Hermiticity. Setting v = u gives

⟨u, −Lu⟩ = (1/h²) Σ_j |u_{j+1} − u_j|² ≥ 0.

For the upper bound, sum the parallelogram law over the ring and shift once more:

Σ_j |u_{j+1} − u_j|² + Σ_j |u_{j+1} + u_j|² = Σ_j (2|u_{j+1}|² + 2|u_j|²) = 4‖u‖².

The second sum is nonnegative, so the first is at most 4‖u‖². Equality holds exactly when u_{j+1} = −u_j everywhere; on an odd ring this forces u = 0.

If Lu = 0, the sum of squared differences vanishes, so neighbours agree and u is constant. Conversely, a constant c gives c − 2c + c = 0.

For the plane wave p_j = exp(2πikj/n), k an integer, put θ = πk/n. The neighbours of p_j carry factors exp(±2iθ), and

exp(2iθ) − 2 + exp(−2iθ) = (exp(iθ) − exp(−iθ))² = −4 sin²θ,

so Lp = −(4/h²) sin²(πk/n) p.

## The ring and its functions in Lean

```lean
import Mathlib

open scoped ComplexConjugate ComplexOrder

namespace PeriodicLaplacian

noncomputable section

variable {n : ℕ} [NeZero n]
```

Sites are elements of `ZMod n`, whose arithmetic supplies the periodic boundary. `NeZero n` encodes n ≥ 1. Opening `ComplexOrder` makes `0 ≤ z` for complex z mean that z is real and nonnegative.

```lean
/-- The three-point Laplacian with grid spacing `h ≠ 0` on a periodic grid of `n` sites. -/
def lap (h : ℝ) (u : ZMod n → ℂ) : ZMod n → ℂ :=
  fun j => (u (j + 1) - 2 * u j + u (j - 1)) / (h : ℂ) ^ 2

/-- The inner product of two grid functions, conjugate-linear in the first. -/
def ip (u v : ZMod n → ℂ) : ℂ := ∑ j, conj (u j) * v j

/-- The squared norm of a grid function. -/
def sqNorm (u : ZMod n → ℂ) : ℝ := ∑ j, ‖u j‖ ^ 2

/-- The plane wave `exp (2πikj/n)` with integer wave number `k`. -/
def planeWave (k : ℤ) : ZMod n → ℂ := fun j => ZMod.stdAddChar ((k : ZMod n) * j)
```

`lap`, `ip` and `sqNorm` are L, the inner product and ‖u‖². `planeWave k` is p, written with the standard additive character of `ZMod n`. Neither inner product nor norm carries a factor h.

## Shifts and summation by parts

```lean
/-- A sum over the periodic grid is unchanged when every site is shifted by one. -/
theorem sum_shift {M : Type*} [AddCommMonoid M] (f : ZMod n → M) :
    ∑ j, f (j + 1) = ∑ j, f j :=
  Equiv.sum_comp (Equiv.addRight (1 : ZMod n)) f

/-- A grid function whose squared norm vanishes is zero at every site. -/
theorem eq_zero_of_sqNorm {f : ZMod n → ℂ} (hf : sqNorm f = 0) (j : ZMod n) : f j = 0 := by
  have hnn : ∀ i ∈ (Finset.univ : Finset (ZMod n)), 0 ≤ ‖f i‖ ^ 2 :=
    fun i _ => sq_nonneg _
  have hj := (Finset.sum_eq_zero_iff_of_nonneg hnn).1 hf j (Finset.mem_univ j)
  exact norm_eq_zero.1 ((pow_eq_zero_iff two_ne_zero).1 hj)
```

The first lemma is the index shift. The second extracts vanishing values from a vanishing sum of squares.

```lean
/-- Summation by parts: the inner product of `u` with minus the Laplacian of `v` is the sum of the
conjugated neighbour differences of `u` times those of `v`, divided by `h ^ 2`. -/
theorem summation_by_parts (h : ℝ) (u v : ZMod n → ℂ) :
    ip u (-lap h v) =
      (∑ j, conj (u (j + 1) - u j) * (v (j + 1) - v j)) / (h : ℂ) ^ 2 := by
  -- the boundary terms cancel around the ring
  have hs := sum_shift (fun j : ZMod n => conj (u j) * (v j - v (j - 1)) / (h : ℂ) ^ 2)
  simp only [add_sub_cancel_right] at hs
  rw [Finset.sum_div]
  calc ip u (-lap h v)
      = ∑ j, (conj (u (j + 1) - u j) * (v (j + 1) - v j) / (h : ℂ) ^ 2
          - (conj (u (j + 1)) * (v (j + 1) - v j) / (h : ℂ) ^ 2
            - conj (u j) * (v j - v (j - 1)) / (h : ℂ) ^ 2)) := by
        unfold ip lap
        refine Finset.sum_congr rfl fun j _ => ?_
        simp only [Pi.neg_apply, map_sub]
        ring
    _ = _ := by
        rw [Finset.sum_sub_distrib, Finset.sum_sub_distrib, hs, sub_self, sub_zero]
```

The `calc` step writes each term as the desired product minus a difference between adjacent sites; `hs` cancels those differences around the ring.

```lean
/-- The periodic Laplacian is Hermitian. -/
theorem lap_hermitian (h : ℝ) (u v : ZMod n → ℂ) : ip u (lap h v) = ip (lap h u) v := by
  have hc : ip (-lap h u) v = conj (ip v (-lap h u)) := by
    unfold ip
    rw [map_sum]
    refine Finset.sum_congr rfl fun j _ => ?_
    rw [map_mul, Complex.conj_conj, mul_comm]
  have a : ip u (-lap h v) = ip (-lap h u) v := by
    rw [hc, summation_by_parts h u v, summation_by_parts h v u, map_div₀, map_sum,
      map_pow, Complex.conj_ofReal]
    congr 1
    refine Finset.sum_congr rfl fun j _ => ?_
    simp only [map_mul, map_sub, Complex.conj_conj]
    ring
  simpa only [ip, Pi.neg_apply, map_neg, mul_neg, neg_mul, Finset.sum_neg_distrib,
    neg_inj] using a
```

Here `hc` is conjugate symmetry, and `a` is Hermiticity for −L; the last line removes the signs.

```lean
/-- The inner product of `u` with minus its Laplacian is the sum of the squared moduli of the
neighbour differences, divided by `h ^ 2`. -/
theorem energy (h : ℝ) (u : ZMod n → ℂ) :
    ip u (-lap h u) = ((sqNorm (fun j => u (j + 1) - u j) / h ^ 2 : ℝ) : ℂ) := by
  rw [summation_by_parts, Complex.ofReal_div, Complex.ofReal_pow, sqNorm,
    Complex.ofReal_sum]
  congr 1
  refine Finset.sum_congr rfl fun j _ => ?_
  rw [Complex.ofReal_pow]
  exact Complex.conj_mul' _

/-- The squared norms of the neighbour differences and of the neighbour sums add up to
four times the squared norm of the grid function. -/
theorem difference_add_sum (u : ZMod n → ℂ) :
    sqNorm (fun j => u (j + 1) - u j) + sqNorm (fun j => u (j + 1) + u j)
      = 4 * sqNorm u := by
  have hs : ∑ j, ‖u (j + 1)‖ ^ 2 = ∑ j, ‖u j‖ ^ 2 := sum_shift (fun j => ‖u j‖ ^ 2)
  unfold sqNorm
  calc _ = ∑ j, (2 * ‖u (j + 1)‖ ^ 2 + 2 * ‖u j‖ ^ 2) := by
        rw [← Finset.sum_add_distrib]
        refine Finset.sum_congr rfl fun j _ => ?_
        linear_combination parallelogram_law_with_norm ℝ (u (j + 1)) (u j)
    _ = _ := by
        rw [Finset.sum_add_distrib, ← Finset.mul_sum, ← Finset.mul_sum, hs]
        ring
```

These are the energy identity and the summed parallelogram law.

## Hermiticity, bounds and kernel together

```lean
/-- For `h > 0` the periodic Laplacian is Hermitian, the inner product of `u` with minus its
Laplacian is real and lies between `0` and `4 / h ^ 2` times the squared norm of `u`, and the kernel
of the Laplacian consists exactly of the constant functions. -/
theorem periodic_laplacian {h : ℝ} (hh : 0 < h) :
    (∀ u v : ZMod n → ℂ, ip u (lap h v) = ip (lap h u) v) ∧
    (∀ u : ZMod n → ℂ, 0 ≤ ip u (-lap h u) ∧
      ip u (-lap h u) ≤ ((4 * sqNorm u / h ^ 2 : ℝ) : ℂ)) ∧
    (∀ u : ZMod n → ℂ, lap h u = 0 ↔ ∃ c : ℂ, ∀ j, u j = c) := by
  have hnn : ∀ f : ZMod n → ℂ, 0 ≤ sqNorm f :=
    fun f => Finset.sum_nonneg fun j _ => sq_nonneg _
  refine ⟨lap_hermitian h, fun u => ?_, fun u => ⟨fun hu => ?_, ?_⟩⟩
  · rw [energy]
    have hle : sqNorm (fun j => u (j + 1) - u j) ≤ 4 * sqNorm u := by
      linarith [difference_add_sum u, hnn (fun j => u (j + 1) + u j)]
    exact ⟨Complex.zero_le_real.2 (div_nonneg (hnn _) (sq_nonneg h)),
      Complex.real_le_real.2 (by gcongr)⟩
  · -- zero energy makes neighbouring values equal
    have he := energy h u
    have hz : ip u (-(0 : ZMod n → ℂ)) = 0 := by simp [ip]
    rw [hu, hz] at he
    have h0 := (div_eq_zero_iff.1 (Complex.ofReal_eq_zero.1 he.symm)).resolve_right
      (pow_ne_zero 2 hh.ne')
    have hstep : ∀ j, u (j + 1) = u j := fun j => sub_eq_zero.1 (eq_zero_of_sqNorm h0 j)
    -- walk around the ring from site 0
    have hm : ∀ m : ℕ, u (m : ZMod n) = u 0 := by
      intro m
      induction m with
      | zero => rw [Nat.cast_zero]
      | succ m ih => rw [Nat.cast_succ, hstep, ih]
    refine ⟨u 0, fun j => ?_⟩
    rw [← ZMod.natCast_zmod_val j]
    exact hm _
  · rintro ⟨c, hc⟩
    funext j
    simp only [lap, hc, Pi.zero_apply]
    ring
```

The three conjuncts are the three opening claims. Because the bounds are inequalities in ℂ, they include the reality of ⟨u, −Lu⟩. For the kernel, `hstep` equates neighbours and the induction `hm` carries the value at site 0 around the ring.

## The top of the range and the plane waves

```lean
/-- For `h ≠ 0` the inner product of `u` with minus its Laplacian equals `4 / h ^ 2` times the
squared norm of `u` exactly when `u (j + 1) = -u j` at every site `j`. -/
theorem upper_bound_attained_iff {h : ℝ} (hh : h ≠ 0) (u : ZMod n → ℂ) :
    ip u (-lap h u) = ((4 * sqNorm u / h ^ 2 : ℝ) : ℂ) ↔ ∀ j, u (j + 1) = -u j := by
  have hp := difference_add_sum u
  rw [energy, Complex.ofReal_inj, div_left_inj' (pow_ne_zero 2 hh)]
  constructor
  · intro hE j
    have h0 : sqNorm (fun j => u (j + 1) + u j) = 0 := by linarith
    exact eq_neg_of_add_eq_zero_left (eq_zero_of_sqNorm h0 j)
  · intro hu
    have h0 : sqNorm (fun j => u (j + 1) + u j) = 0 := by simp [sqNorm, hu]
    linarith
```

The proof reduces equality to a vanishing sum of |u_{j+1} + u_j|².

```lean
/-- The periodic Laplacian multiplies the plane wave of wave number `k` by
`-(4 / h ^ 2) sin² (πk/n)`. -/
theorem lap_planeWave (h : ℝ) (k : ℤ) (j : ZMod n) :
    lap h (planeWave k) j =
      ((-(4 / h ^ 2 * Real.sin (Real.pi * k / n) ^ 2) : ℝ) : ℂ) * planeWave k j := by
  obtain ⟨θ, hθ⟩ : ∃ θ : ℝ, θ = Real.pi * k / n := ⟨_, rfl⟩
  rw [← hθ]
  -- the phase factors picked up by a step to the right and to the left
  have h1 : ZMod.stdAddChar (k : ZMod n) = Complex.exp (θ * Complex.I) ^ 2 := by
    rw [ZMod.stdAddChar_coe, ← Complex.exp_nat_mul]
    congr 1
    rw [hθ]
    push_cast
    ring
  have h2 : ZMod.stdAddChar (-(k : ZMod n)) = Complex.exp (-θ * Complex.I) ^ 2 := by
    rw [← Int.cast_neg, ZMod.stdAddChar_coe, ← Complex.exp_nat_mul]
    congr 1
    rw [hθ]
    push_cast
    ring
  have h3 : Complex.exp (θ * Complex.I) * Complex.exp (-θ * Complex.I) = 1 := by
    rw [← Complex.exp_add, neg_mul, add_neg_cancel, Complex.exp_zero]
  have hs : ((Real.sin θ : ℝ) : ℂ) =
      (Complex.exp (-θ * Complex.I) - Complex.exp (θ * Complex.I)) * Complex.I / 2 := by
    rw [Complex.ofReal_sin, Complex.sin]
  have hr : planeWave k (j + 1) = planeWave k j * Complex.exp (θ * Complex.I) ^ 2 := by
    unfold planeWave
    rw [mul_add, mul_one, AddChar.map_add_eq_mul, h1]
  have hl : planeWave k (j - 1) = planeWave k j * Complex.exp (-θ * Complex.I) ^ 2 := by
    unfold planeWave
    rw [mul_sub, mul_one, sub_eq_add_neg, AddChar.map_add_eq_mul, h2]
  simp only [lap, hr, hl, Complex.ofReal_neg, Complex.ofReal_mul, Complex.ofReal_div,
    Complex.ofReal_pow, Complex.ofReal_ofNat, hs]
  linear_combination (2 * planeWave k j / (h : ℂ) ^ 2) * h3 +
    (planeWave k j / (h : ℂ) ^ 2 *
      (Complex.exp (-θ * Complex.I) - Complex.exp (θ * Complex.I)) ^ 2) * Complex.I_sq

end

end PeriodicLaplacian
```

`h1` and `h2` identify the phases for steps right and left, `h3` says that exp(iθ) and exp(−iθ) multiply to 1, and `hs` expresses the sine through exponentials. The theorem gives the eigenvalue equation; completeness of the plane waves and the continuum limit h → 0 are not addressed.

```lean
#print axioms PeriodicLaplacian.periodic_laplacian
#print axioms PeriodicLaplacian.upper_bound_attained_iff
#print axioms PeriodicLaplacian.lap_planeWave
```

```
'PeriodicLaplacian.periodic_laplacian' depends on axioms: [propext, Classical.choice, Quot.sound]
'PeriodicLaplacian.upper_bound_attained_iff' depends on axioms: [propext, Classical.choice, Quot.sound]
'PeriodicLaplacian.lap_planeWave' depends on axioms: [propext, Classical.choice, Quot.sound]
```

## In a diffusion code, and with unequal bonds

In NumPy the stencil is `(np.roll(u, -1) - 2*u + np.roll(u, 1)) / h**2`. For explicit Euler steps Δt of the diffusion equation with constant D > 0 on this ring, the upper bound yields the stability condition Δt ≤ h²/(2D), under which ‖u‖ does not grow.

The derivation by hand also adapts to positive bond weights w_j between sites j and j+1. The energy becomes (1/h²) Σ_j w_j |u_{j+1} − u_j|², the kernel is still the constants, and the upper bound acquires a factor max_j w_j.
